# Among nonzero polynomials divisible by $(z_i-z_j)^m$ for every pair, the Laughlin polynomial has the lowest degree and is unique up to a scalar

If a nonzero polynomial $P(z_0,\dots,z_{N-1})$ is divisible by $(z_i-z_j)^m$ for every pair $i<j$, its total degree is at least $mN(N-1)/2$, and only nonzero scalar multiples of the Laughlin polynomial $\prod_{i<j}(z_i-z_j)^m$ reach that value. Take particles at $z_j=x_j+iy_j$ in the lowest Landau level of the plane, in the symmetric gauge, with the magnetic field directed so that the wavefunctions are analytic in the $z_j$ apart from a fixed Gaussian. The states of definite total angular momentum are then homogeneous polynomials times that Gaussian. Among those vanishing to at least order $m$ whenever two particles meet, this singles out the Laughlin state as the one of least total angular momentum. For identical spin-polarised particles, $m$ is taken odd for fermions and even for bosons, so that this state has the required exchange symmetry. I know the degree count, but I would like a rigorous argument that the pair conditions really combine into one product, without assuming that $P$ is symmetric or antisymmetric. Can it be checked by machine?

## Pair zeros combine into one common factor

Yes, and the argument works over any field $K$. Write $L=\prod_{i<j}(z_i-z_j)^m$.

**Zeros and divisibility.** Let $\mu_{ij}$ be the substitution $z_i\to z_j$, which brings particle $i$ onto particle $j$. It changes a monomial $z_i^aM$, with $M$ free of $z_i$, by
$$z_i^aM-z_j^aM=(z_i-z_j)\Big(\sum_{s=0}^{a-1}z_i^{a-1-s}z_j^{s}\Big)M .$$
By linearity, $z_i-z_j$ divides $P-\mu_{ij}P$ for every $P$. If $\mu_{ij}P=0$, it therefore divides $P$. Conversely, $\mu_{ij}$ sends every multiple of $z_i-z_j$ to zero.

**Each factor is prime.** Let $i\ne j$. The polynomial $z_i-z_j$ is nonzero, and it is not a unit, since it would then divide $1$, whereas $\mu_{ij}1=1\neq0$. If it divides $AB$, then $(\mu_{ij}A)(\mu_{ij}B)=0$. Polynomials over a field have no zero divisors, so one of the two factors vanishes, and $z_i-z_j$ divides $A$ or $B$.

**Different pairs are independent.** For $i<j$ and $k<l$, the substitution $\mu_{ij}$ makes $z_k$ and $z_l$ equal only when $(k,l)=(i,j)$. Hence $z_i-z_j$ does not divide $z_k-z_l$ for any other pair.

**Collecting the pairs.** Suppose $P=L_SQ$, where $L_S$ is the product over a set $S$ of pairs already treated, and take a new pair $(i,j)$. The prime $z_i-z_j$ does not divide $L_S$, for otherwise it would divide one of the factors $z_k-z_l$. Since $(z_i-z_j)^m$ divides $L_SQ$, cancelling one prime factor at a time shows that it divides $Q$. The new pair thus joins the product, and after all pairs $P=LQ$.

**Counting degrees.** There are $N(N-1)/2$ pairs, each contributing a homogeneous factor of degree $m$. Degrees add over a field, so
$$\deg P=m\,\frac{N(N-1)}2+\deg Q .$$
Here $Q\ne0$ because $P\ne0$. The bound follows. Equality means $\deg Q=0$, so $Q$ is a nonzero constant; conversely, a nonzero constant multiple of $L$ has the degree of $L$.

## Three particles with one unit of excess degree

Take $N=3$, $m=1$ and
$$P=z_0^3(z_1-z_2)+z_1^3(z_2-z_0)+z_2^3(z_0-z_1).$$
Setting any two variables equal gives zero, so all three pair conditions hold. The minimum degree is $3$ and $P$ has degree $4$, which leaves a factor of degree $1$:
$$P=(z_0-z_1)(z_0-z_2)(z_1-z_2)\,(z_0+z_1+z_2).$$
At $(z_0,z_1,z_2)=(2,1,0)$ the first expression gives $8-2+0=6$, and the second gives $1\cdot2\cdot1\cdot3=6$.

## The Lean file

```lean
import Mathlib

open MvPolynomial

namespace LaughlinMinimality

variable (K : Type*) [Field K] {N : ℕ}

/-- The pairs of particles `i < j` among `N` particles. -/
def pairs (N : ℕ) : Finset (Fin N × Fin N) :=
  Finset.univ.filter (fun p => p.1 < p.2)

/-- The Laughlin polynomial: the product of `(z_i - z_j)^m` over all pairs `i < j`. -/
noncomputable def laughlin (N m : ℕ) : MvPolynomial (Fin N) K :=
  ∏ p ∈ pairs N, (X p.1 - X p.2) ^ m

/-- Bringing particle `i` to the position of particle `j`: the substitution `z_i → z_j`. -/
noncomputable def merge (i j : Fin N) :
    MvPolynomial (Fin N) K →ₐ[K] MvPolynomial (Fin N) K :=
  rename (fun k => if k = i then j else k)

/-- A polynomial is divisible by `z_i - z_j` exactly when it vanishes as particle `i` is
brought to the position of particle `j`. -/
theorem sub_dvd_iff_merge_eq_zero (i j : Fin N) (P : MvPolynomial (Fin N) K) :
    (X i - X j) ∣ P ↔ merge K i j P = 0 := by
  constructor
  · rintro ⟨Q, rfl⟩
    have h0 : merge K i j (X i - X j) = 0 := by simp [merge]
    rw [map_mul, h0, zero_mul]
  · -- the substitution changes any polynomial by a multiple of `z_i - z_j`
    have key : ∀ R : MvPolynomial (Fin N) K, (X i - X j) ∣ R - merge K i j R := by
      intro R
      induction R using MvPolynomial.induction_on
      · rename_i a
        simp [merge]
      · rename_i p q hp hq
        have e : p + q - merge K i j (p + q)
            = (p - merge K i j p) + (q - merge K i j q) := by
          rw [map_add]; ring
        rw [e]
        exact dvd_add hp hq
      · rename_i p k hp
        have hk : (X i - X j : MvPolynomial (Fin N) K) ∣ X k - merge K i j (X k) := by
          by_cases h : k = i
          · subst h
            simp [merge]
          · simp [merge, h]
        have e : p * X k - merge K i j (p * X k)
            = (p - merge K i j p) * X k + merge K i j p * (X k - merge K i j (X k)) := by
          rw [map_mul]; ring
        rw [e]
        exact dvd_add (hp.mul_right _) (hk.mul_left _)
    intro h
    have hP := key P
    rwa [h, sub_zero] at hP

/-- For two different particles, `z_i - z_j` is a prime polynomial. -/
theorem prime_sub {i j : Fin N} (hij : i ≠ j) :
    Prime (X i - X j : MvPolynomial (Fin N) K) := by
  refine ⟨sub_ne_zero.mpr (fun e => hij (X_injective e)), ?_, ?_⟩
  · intro hu
    have h1 := (sub_dvd_iff_merge_eq_zero K i j 1).1 hu.dvd
    rw [map_one] at h1
    exact one_ne_zero h1
  · intro a b h
    rw [sub_dvd_iff_merge_eq_zero, map_mul, mul_eq_zero] at h
    exact h.imp (sub_dvd_iff_merge_eq_zero K i j a).2 (sub_dvd_iff_merge_eq_zero K i j b).2

/-- For two different pairs `i < j` and `k < l`, the factor `z_i - z_j` does not divide `z_k - z_l`.
-/
theorem not_sub_dvd_sub {i j k l : Fin N} (hij : i < j) (hkl : k < l)
    (hne : ¬(i = k ∧ j = l)) :
    ¬ (X i - X j : MvPolynomial (Fin N) K) ∣ X k - X l := by
  rw [sub_dvd_iff_merge_eq_zero, map_sub, sub_eq_zero]
  intro e
  simp only [merge, rename_X] at e
  have e' := X_injective e
  by_cases h1 : k = i
  · by_cases h2 : l = i
    · exact hkl.ne (h1.trans h2.symm)
    · rw [if_pos h1, if_neg h2] at e'
      exact hne ⟨h1.symm, e'⟩
  · by_cases h2 : l = i
    · rw [if_neg h1, if_pos h2] at e'
      have h3 : l < k := by rw [h2, e']; exact hij
      exact lt_asymm hkl h3
    · rw [if_neg h1, if_neg h2] at e'
      exact hkl.ne e'

/-- A polynomial is divisible by `(z_i - z_j)^m` for every pair exactly when it is divisible
by the whole Laughlin polynomial. -/
theorem forall_pow_dvd_iff_laughlin_dvd (m : ℕ) (P : MvPolynomial (Fin N) K) :
    (∀ i j : Fin N, i < j → (X i - X j) ^ m ∣ P) ↔ laughlin K N m ∣ P := by
  constructor
  · intro h
    -- collect the pairs one at a time
    have key : ∀ s : Finset (Fin N × Fin N), s ⊆ pairs N →
        (∏ p ∈ s, (X p.1 - X p.2 : MvPolynomial (Fin N) K) ^ m) ∣ P := by
      intro s
      induction s using Finset.induction_on with
      | empty => intro _; simp
      | insert a s ha ih =>
        intro hs
        obtain ⟨Q, hQ⟩ := ih (fun x hx => hs (Finset.mem_insert_of_mem hx))
        have hlt : ∀ p ∈ insert a s, p.1 < p.2 := fun p hp =>
          (Finset.mem_filter.1 (hs hp)).2
        have ha1 := hlt a (Finset.mem_insert_self a s)
        have hp := prime_sub K ha1.ne
        -- the new prime does not occur in the product collected so far
        have hnd : ¬ (X a.1 - X a.2 : MvPolynomial (Fin N) K) ∣
            ∏ p ∈ s, (X p.1 - X p.2) ^ m := by
          intro hd
          obtain ⟨q, hq, hd'⟩ := (Prime.dvd_finsetProd_iff hp _).1 hd
          refine not_sub_dvd_sub K ha1 (hlt q (Finset.mem_insert_of_mem hq)) ?_
            (hp.dvd_of_dvd_pow hd')
          rintro ⟨h1, h2⟩
          have haq : a = q := Prod.ext h1 h2
          exact ha (by rw [haq]; exact hq)
        have hdiv := h a.1 a.2 ha1
        rw [hQ] at hdiv
        obtain ⟨R, hR⟩ := hp.pow_dvd_of_dvd_mul_left m hnd hdiv
        refine ⟨R, ?_⟩
        rw [Finset.prod_insert ha, hQ, hR]
        ring
    exact key (pairs N) (Finset.Subset.refl _)
  · intro h i j hij
    have hmem : (i, j) ∈ pairs N := by simp [pairs, hij]
    exact (Finset.dvd_prod_of_mem
      (fun p : Fin N × Fin N => (X p.1 - X p.2 : MvPolynomial (Fin N) K) ^ m) hmem).trans h

/-- There are `N(N-1)/2` pairs among `N` particles. -/
theorem card_pairs (N : ℕ) : (pairs N).card = N * (N - 1) / 2 := by
  have key : ∀ n : ℕ, (∑ i : Fin n, ∑ j : Fin n, (if i < j then 1 else 0 : ℕ))
      = n.choose 2 := by
    intro n
    induction n with
    | zero => simp
    | succ n ih =>
      have hc : (n + 1).choose 2 = n.choose 1 + n.choose 2 := Nat.choose_succ_succ' n 1
      rw [hc, Nat.choose_one_right]
      simp only [Fin.sum_univ_succ, Fin.succ_lt_succ_iff, Fin.succ_pos, Fin.not_lt_zero,
        ↓reduceIte, ih, Finset.sum_const, Finset.card_univ, Fintype.card_fin,
        smul_eq_mul, mul_one, zero_add]
  rw [← Nat.choose_two_right, pairs, Finset.card_filter, Fintype.sum_prod_type]
  exact key N

/-- The Laughlin polynomial is nonzero and has total degree `m N(N-1)/2`. -/
theorem laughlin_ne_zero_and_totalDegree (N m : ℕ) :
    laughlin K N m ≠ 0 ∧ (laughlin K N m).totalDegree = m * (N * (N - 1) / 2) := by
  have hne : laughlin K N m ≠ 0 := Finset.prod_ne_zero_iff.2 fun p hp =>
    pow_ne_zero _ (prime_sub K (Finset.mem_filter.1 hp).2.ne).ne_zero
  have hom : (laughlin K N m).IsHomogeneous (∑ _p ∈ pairs N, 1 * m) :=
    IsHomogeneous.prod _ _ _ fun p _ =>
      ((isHomogeneous_X K p.1).sub (isHomogeneous_X K p.2)).pow m
  refine ⟨hne, ?_⟩
  rw [hom.totalDegree hne, Finset.sum_const, card_pairs, smul_eq_mul, one_mul, mul_comm]

/-- A nonzero polynomial divisible by `(z_i - z_j)^m` for every pair is the Laughlin polynomial
times a nonzero polynomial `Q`, and its degree exceeds `m N(N-1)/2` by the degree of `Q`. -/
theorem exists_excitation_factor {m : ℕ} {P : MvPolynomial (Fin N) K} (hP : P ≠ 0)
    (h : ∀ i j : Fin N, i < j → (X i - X j) ^ m ∣ P) :
    ∃ Q : MvPolynomial (Fin N) K, Q ≠ 0 ∧ P = laughlin K N m * Q ∧
      P.totalDegree = m * (N * (N - 1) / 2) + Q.totalDegree := by
  obtain ⟨Q, hQ⟩ := (forall_pow_dvd_iff_laughlin_dvd K m P).1 h
  obtain ⟨hL, hdeg⟩ := laughlin_ne_zero_and_totalDegree K N m
  have hQ0 : Q ≠ 0 := by
    rintro rfl
    exact hP (by rw [hQ, mul_zero])
  refine ⟨Q, hQ0, hQ, ?_⟩
  rw [hQ, totalDegree_mul_of_isDomain hL hQ0, hdeg]

/-- Laughlin minimality: a nonzero polynomial divisible by `(z_i - z_j)^m` for every pair has
total degree at least `m N(N-1)/2`, with equality exactly for the nonzero scalar multiples of
the Laughlin polynomial. -/
theorem laughlin_minimality {m : ℕ} {P : MvPolynomial (Fin N) K} (hP : P ≠ 0)
    (h : ∀ i j : Fin N, i < j → (X i - X j) ^ m ∣ P) :
    m * (N * (N - 1) / 2) ≤ P.totalDegree ∧
      (P.totalDegree = m * (N * (N - 1) / 2) ↔
        ∃ c : K, c ≠ 0 ∧ P = C c * laughlin K N m) := by
  obtain ⟨Q, hQ0, hPQ, hdeg⟩ := exists_excitation_factor K hP h
  refine ⟨hdeg ▸ Nat.le_add_right _ _, ?_, ?_⟩
  · intro heq
    -- no excess degree is left, so the remaining factor is a constant
    have hQdeg : Q.totalDegree = 0 := by
      rw [hdeg] at heq
      exact Nat.add_eq_left.mp heq
    have hQC : Q = C (Q.coeff 0) := totalDegree_eq_zero_iff_eq_C.1 hQdeg
    refine ⟨Q.coeff 0, ?_, ?_⟩
    · intro hc
      exact hQ0 (by rw [hQC, hc, map_zero])
    · rw [← hQC, hPQ, mul_comm]
  · rintro ⟨c, hc, hPc⟩
    obtain ⟨hL, hLdeg⟩ := laughlin_ne_zero_and_totalDegree K N m
    have hC : (C c : MvPolynomial (Fin N) K) ≠ 0 := fun e =>
      hc (C_injective (Fin N) K (by rw [e, map_zero]))
    rw [hPc, totalDegree_mul_of_isDomain hC hL, totalDegree_C, zero_add, hLdeg]

end LaughlinMinimality
```

```lean
#print axioms LaughlinMinimality.laughlin_minimality
```

```
'LaughlinMinimality.laughlin_minimality' depends on axioms: [propext, Classical.choice, Quot.sound]
```

## What `laughlin_minimality` says

An element of `MvPolynomial (Fin N) K` is the polynomial part of a wavefunction. The variable `X i` is the coordinate $z_i$, with particles numbered from $0$, and the physical case is $K=\mathbb C$. The hypothesis `hP` says that $P$ is nonzero, and `h` is the divisibility condition for each pair.

The conclusion has two parts: the lower bound on `P.totalDegree`, and an equivalence between equality and the existence of a nonzero `c` with `P = C c * laughlin K N m`, where `C c` is the constant polynomial. Both hold for all natural numbers $N$ and $m$. With fewer than two particles there are no pairs, the Laughlin polynomial is $1$, and the bound is zero.

For homogeneous $P$, the total degree is the total angular momentum in units of $\hbar$; the theorem also admits inhomogeneous $P$. Over $\mathbb C$, every antisymmetric $P$ meets the pair condition with $m=1$, even without interactions. For larger $m$ the condition is a model of the effect of short-range repulsion. It is assumed here and not derived from a Hamiltonian. The Gaussian and the normalisation are left out, and the theorem makes no statement about energies, gaps or filling fractions.

## How the Lean proof follows the argument

`sub_dvd_iff_merge_eq_zero` is the zero criterion, with `merge K i j` as $\mu_{ij}$. Instead of the monomial formula, it uses induction on polynomials: constants, sums, and multiplication by one variable. The last case rests on
$$pz_k-\mu(pz_k)=(p-\mu p)z_k+\mu p\,(z_k-\mu z_k),$$
in which both terms are divisible by $z_i-z_j$.

`prime_sub` turns this criterion into primality, and `not_sub_dvd_sub` separates different pairs by checking whether $k$ or $l$ equals $i$.

`forall_pow_dvd_iff_laughlin_dvd` collects the pairs by induction on a finite set. Its step `hnd` shows that the new prime is absent from the product so far, and `pow_dvd_of_dvd_mul_left` then moves the $m$-th power into the remaining factor. The reverse direction holds because each pair factor divides the full product.

`card_pairs` counts pairs by splitting off particle $0$, which forms $n$ pairs with the other $n$ particles. `laughlin_ne_zero_and_totalDegree` obtains the degree from homogeneity, and `exists_excitation_factor` supplies $P=LQ$ with the degree formula. In the final theorem, equality gives `hQdeg`, so $Q$ equals its constant coefficient `Q.coeff 0`, which is the required scalar.
